# Averaging a real rank-two tensor over all signed permutations of the axes leaves its trace divided by the dimension, times the identity

The theorem `valleyAverage_eq` says that a real rank-two tensor becomes isotropic when it is averaged over every permutation of the coordinate axes combined with every choice of their signs. In three dimensions these are the 48 operations of the full cubic point group. In matrix terms, the mean of R W Rᵀ over all signed permutation matrices R is the trace of W divided by the number of axes, times the identity; the set of axes is finite, and W need not be symmetric or positive. The proof compares entries: on the diagonal the signs square to one and the permutations average the diagonal of W, while off the diagonal the signs should cancel.

This version doesn't compile in Lean 4 with Mathlib:

```lean
import Mathlib

open Matrix

namespace ValleyAverageEq

noncomputable section

variable {n : Type*} [Fintype n] [DecidableEq n]

/-- The signed permutation matrix that permutes the coordinate axes by `σ` and
attaches the sign `s i` to row `i`. -/
def signedPerm (σ : Equiv.Perm n) (s : n → ℤˣ) : Matrix n n ℝ :=
  Matrix.of fun i j => if j = σ i then ((s i : ℤ) : ℝ) else 0

/-- The average of `R W Rᵀ` over all signed permutation matrices `R`. -/
def valleyAverage (W : Matrix n n ℝ) : Matrix n n ℝ :=
  (Fintype.card (Equiv.Perm n × (n → ℤˣ)) : ℝ)⁻¹ •
    ∑ p : Equiv.Perm n × (n → ℤˣ), signedPerm p.1 p.2 * W * (signedPerm p.1 p.2)ᵀ

/-- The square of a sign is one. -/
lemma sign_mul_self (e : ℤˣ) : ((e : ℤ) : ℝ) * ((e : ℤ) : ℝ) = 1 := by
  rcases Int.units_eq_one_or e with h | h <;> simp [h]

/-- A signed permutation relabels the entries of a tensor and multiplies each by two signs. -/
theorem signedPerm_conj_apply (σ : Equiv.Perm n) (s : n → ℤˣ) (W : Matrix n n ℝ) (i j : n) :
    (signedPerm σ s * W * (signedPerm σ s)ᵀ) i j
      = ((s i : ℤ) : ℝ) * ((s j : ℤ) : ℝ) * W (σ i) (σ j) := by
  simp only [signedPerm, Matrix.mul_apply, Matrix.transpose_apply, Matrix.of_apply, ite_mul,
    mul_ite, zero_mul, mul_zero, Finset.sum_ite_eq', Finset.mem_univ, if_true]
  ring

/-- The product of the signs of two different axes sums to zero over all choices of signs. -/
lemma sum_signs {i j : n} (hij : i ≠ j) :
    ∑ s : n → ℤˣ, ((s i : ℤ) : ℝ) * ((s j : ℤ) : ℝ) = 0 := by
  -- flipping the sign of axis `i` reverses every term
  have h : ∑ s : n → ℤˣ, ((s i : ℤ) : ℝ) * ((s j : ℤ) : ℝ)
      = ∑ s : n → ℤˣ, -(((s i : ℤ) : ℝ) * ((s j : ℤ) : ℝ)) :=
    Fintype.sum_equiv (Equiv.mulRight (Pi.mulSingle i (-1) : n → ℤˣ)) _ _
      (fun s => by simp [Pi.mulSingle_eq_of_ne hij.symm])
  rw [Finset.sum_neg_distrib] at h
  linarith

/-- For a real function `f` of the axes and a fixed axis `i`, the number of axes times the sum of
`f (σ i)` over all permutations `σ` equals the number of permutations times the sum of `f` over all
axes. -/
lemma sum_perms (f : n → ℝ) (i : n) :
    (Fintype.card n : ℝ) * ∑ σ : Equiv.Perm n, f (σ i)
      = (Fintype.card (Equiv.Perm n) : ℝ) * ∑ k, f k := by
  have key : ∀ j, ∑ σ : Equiv.Perm n, f (σ j) = ∑ σ : Equiv.Perm n, f (σ i) := fun j =>
    Fintype.sum_equiv (Equiv.mulRight (Equiv.swap i j)) _ _
      (fun σ => by simp [Equiv.Perm.mul_apply])
  calc (Fintype.card n : ℝ) * ∑ σ : Equiv.Perm n, f (σ i)
      = ∑ j, ∑ σ : Equiv.Perm n, f (σ j) := by
        rw [Finset.sum_congr rfl (fun j _ => key j), Finset.sum_const, Finset.card_univ,
          nsmul_eq_mul]
    _ = ∑ σ : Equiv.Perm n, ∑ j, f (σ j) := Finset.sum_comm
    _ = ∑ _σ : Equiv.Perm n, ∑ k, f k :=
        Finset.sum_congr rfl (fun σ _ => Equiv.sum_comp σ f)
    _ = _ := by rw [Finset.sum_const, Finset.card_univ, nsmul_eq_mul]

/-- Averaging any real tensor over all signed permutations of the axes gives its trace,
divided by the dimension, times the identity. -/
theorem valleyAverage_eq (W : Matrix n n ℝ) :
    valleyAverage W = (W.trace / (Fintype.card n : ℝ)) • (1 : Matrix n n ℝ) := by
  ext i j
  rw [valleyAverage, Fintype.card_prod, Nat.cast_mul, Matrix.smul_apply, Matrix.sum_apply,
    Matrix.smul_apply, smul_eq_mul, smul_eq_mul]
  simp only [signedPerm_conj_apply]
  rw [Fintype.sum_prod_type]
  by_cases hij : i = j
  · -- diagonal entries: the signs square to one and the permutations average the diagonal
    subst hij
    haveI : Nonempty n := ⟨i⟩
    have hN : (Fintype.card n : ℝ) ≠ 0 := Nat.cast_ne_zero.mpr Fintype.card_ne_zero
    have hP : (Fintype.card (Equiv.Perm n) : ℝ) ≠ 0 :=
      Nat.cast_ne_zero.mpr Fintype.card_ne_zero
    have hS : (Fintype.card (n → ℤˣ) : ℝ) ≠ 0 := Nat.cast_ne_zero.mpr Fintype.card_ne_zero
    have hp : (Fintype.card n : ℝ) * ∑ σ : Equiv.Perm n, W (σ i) (σ i)
        = (Fintype.card (Equiv.Perm n) : ℝ) * W.trace := sum_perms (fun k => W k k) i
    have hX : ∑ σ : Equiv.Perm n, W (σ i) (σ i)
        = (Fintype.card (Equiv.Perm n) : ℝ) * W.trace / (Fintype.card n : ℝ) := by
      rw [eq_div_iff hN, mul_comm, hp]
    simp only [sign_mul_self, one_mul, Finset.sum_const, Finset.card_univ, nsmul_eq_mul]
    rw [← Finset.mul_sum, hX, one_apply_eq, mul_one]
    field_simp
  · -- off-diagonal entries: the signs cancel
    rw [one_apply_ne hij, mul_zero, Finset.sum_eq_zero, mul_zero]
    intro σ _
    rw [← Finset.sum_mul, sum_signs hij, zero_mul]

end

end ValleyAverageEq
```

Lean reports:

```
Main.lean:74:4: warning: Try this: 
  haveI̵

The goal is a proposition, so `have` is preferred over `haveI`.
The difference between `have` and `haveI` is that `haveI` inlines the value.
But this is not relevant for proofs because of proof irrelevance.

Note: This linter can be disabled with `set_option linter.style.haveILetI false`
Main.lean:90:8: error: Tactic `rewrite` failed: Did not find an occurrence of the pattern
  ∑ i ∈ ?s, ?f i * ?a
in the target expression
  ∑ y, ↑↑((σ, y).2 i) * ↑↑((σ, y).2 j) * W ((σ, y).1 i) ((σ, y).1 j) = 0

case neg
n : Type u_1
inst✝¹ : Fintype n
inst✝ : DecidableEq n
W : Matrix n n ℝ
i j : n
hij : ¬i = j
σ : Equiv.Perm n
a✝ : σ ∈ Finset.univ
⊢ ∑ y, ↑↑((σ, y).2 i) * ↑↑((σ, y).2 j) * W ((σ, y).1 i) ((σ, y).1 j) = 0

Note: The target expression is not type-correct under the `implicit` transparency level, which may have triggered the failure. This is usually caused by unfolding of semireducible definitions in prior tactic steps. Use `set_option linter.tacticCheckInstances true` to investigate the source of the issue.
Full error:
  function expected
    W ((σ, y).1 i)
```

Fix (accepted with no message):

```diff
@@ -72,5 +72,5 @@
   · -- diagonal entries: the signs square to one and the permutations average the diagonal
     subst hij
-    haveI : Nonempty n := ⟨i⟩
+    have : Nonempty n := ⟨i⟩
     have hN : (Fintype.card n : ℝ) ≠ 0 := Nat.cast_ne_zero.mpr Fintype.card_ne_zero
     have hP : (Fintype.card (Equiv.Perm n) : ℝ) ≠ 0 :=
@@ -88,5 +88,7 @@
     rw [one_apply_ne hij, mul_zero, Finset.sum_eq_zero, mul_zero]
     intro σ _
-    rw [← Finset.sum_mul, sum_signs hij, zero_mul]
+    have h0 : ∑ s : n → ℤˣ, ((s i : ℤ) : ℝ) * ((s j : ℤ) : ℝ) * W (σ i) (σ j) = 0 := by
+      rw [← Finset.sum_mul, sum_signs hij, zero_mul]
+    exact h0
 
 end
```

What went wrong. The error is in the off-diagonal case. To use `← Finset.sum_mul`, Lean must find a sum whose terms end in a factor `?a` that does not contain the summation variable. Here that factor should be the entry of `W`, but after the sum over pairs was split it reads `W ((σ, y).1 i) ((σ, y).1 j)`. Although `(σ, y).1` is just `σ`, the variable `y` still appears in the written expression, so the rewrite finds no match.

The repair states the same sum as `h0`, with the entry written `W (σ i) (σ j)`. Now the factor is visibly constant, and the original three rewrites work. `exact h0` then closes the goal, because the two forms are equal by definition.

Lean's note suggests that the use of `W` as a function may have triggered the failure. But `h0` uses `W` in the same way and the rewrite succeeds there, so that is not what stood in the way.

Changing `haveI` to `have` only tidies the code, as the linter's warning asks.
